# For positive semidefinite $L$, joint occupation probabilities are principal minors of $L(1+L)^{-1}$

Let $L$ be a positive semidefinite complex matrix whose rows and columns are labelled by a finite set of sites. Let exactly the sites of $S$ be occupied with probability $\det L_S/\det(1+L)$, where $L_S$ is the block of $L$ with rows and columns in $S$. Then the probability that all sites of $T$ are occupied, whatever happens elsewhere, is

$$\sum_{S\supseteq T}\frac{\det L_S}{\det(1+L)}=\det K_T,\qquad K=L(1+L)^{-1}.$$

The physical case is a gas of non-interacting fermions in grand canonical equilibrium, observed site by site. The sites are orthonormal single-particle orbitals, each holding at most one particle, so spin, if present, is part of the label. With one-particle Hamiltonian $h$, inverse temperature $\beta$ and chemical potential $\mu$, the matrix $L=e^{-\beta(h-\mu)}$ is the one-particle Boltzmann factor, and $K=(e^{\beta(h-\mu)}+1)^{-1}$ is the Fermi function of $h$, that is, the one-body density matrix. For free fermions on a finite lattice in grand canonical equilibrium, every joint occupation probability can thus be read off from the one-body density matrix, without a sum over configurations.

The development starts from the configuration probabilities. That the Gibbs state on Fock space assigns the weight $\det L_S/\det(1+L)$ to the configuration $S$ is the physical input, and it is taken as given.

## Sites, configurations and probabilities

The finite type `n` is the set of sites, and a configuration is a `Finset n`. The opened `ComplexOrder` gives inequalities between complex numbers their usual meaning here: $0\le z$ says that $z$ is real and nonnegative.

```lean
import Mathlib

open Matrix
open scoped ComplexOrder

namespace DeterminantalOccupation

noncomputable section

variable {n : Type*} [Fintype n] [DecidableEq n]
```

The principal minor $\det A_S$ is the determinant of the submatrix indexed by the elements of $S$. For empty $S$ it is the determinant of a matrix without rows, which is 1.

```lean
/-- The principal minor of `A` on the site set `S`. -/
def minor (A : Matrix n n ℂ) (S : Finset n) : ℂ :=
  (A.submatrix (fun i : {x // x ∈ S} => (i : n)) (fun i : {x // x ∈ S} => (i : n))).det
```

The probability of the configuration $S$ is

$$p(S)=\frac{\det L_S}{\det(1+L)}.$$

It has type `ℂ`, because determinants of complex matrices do. That it is real and nonnegative is proved below.

```lean
/-- The probability `det L_S / det (1 + L)` that exactly the sites of `S` are occupied, for positive
semidefinite `L`. -/
def prob (L : Matrix n n ℂ) (S : Finset n) : ℂ := minor L S / (1 + L).det
```

The event "all sites of $T$ are occupied" consists of the configurations that contain $T$. Its probability is defined as the explicit sum $\sum_{S\supseteq T}p(S)$, so the main theorem does not have its answer built into a definition.

```lean
/-- The probability that all sites of `T` are occupied, whatever happens elsewhere, for positive
semidefinite `L`. -/
def probOccupied (L : Matrix n n ℂ) (T : Finset n) : ℂ :=
  ∑ S : Finset n with T ⊆ S, prob L S
```

Likewise, "all sites of $T$ are empty" consists of the configurations disjoint from $T$.

```lean
/-- The probability that all sites of `T` are empty, whatever happens elsewhere, for positive
semidefinite `L`. -/
def probEmpty (L : Matrix n n ℂ) (T : Finset n) : ℂ :=
  ∑ S : Finset n with Disjoint S T, prob L S
```

The kernel is $K=L(1+L)^{-1}$. In the thermal case, with $h=\sum_{ij}h_{ij}c_i^\dagger c_j$ in second quantisation, its elements are $K_{ij}=\langle c_j^\dagger c_i\rangle$. The opposite index order transposes $K$ and leaves all principal minors unchanged.

```lean
/-- The correlation kernel `K = L (1 + L)⁻¹`, for `det (1 + L) ≠ 0`. -/
def kernel (L : Matrix n n ℂ) : Matrix n n ℂ := L * (1 + L)⁻¹
```

## Determinants with rows from two matrices

Write $R_S(A,B)$ for the matrix that takes its rows in $S$ from $A$ and its other rows from $B$. In the code this is `rowMix S A B`.

```lean
/-- The matrix whose rows in `S` are those of `A` and whose other rows are those of `B`. -/
def rowMix (S : Finset n) (A B : Matrix n n ℂ) : Matrix n n ℂ :=
  Matrix.of fun i j => if i ∈ S then A i j else B i j
```

Three facts about $R_S$ carry the argument. The first concerns identity rows. With the sites of $S$ listed first,

$$R_S(A,1)=\begin{pmatrix}A_S & A_{S,S^c}\\ 0 & 1\end{pmatrix},\qquad \det R_S(A,1)=\det A_S,$$

where $S^c$ is the complement of $S$ and $A_{S,S^c}$ is the block with rows in $S$ and columns in $S^c$. In the proof, `key` is the determinant formula for a block triangular matrix, and `e1` and `e2` identify the diagonal blocks as $A_S$ and the identity.

```lean
/-- Replacing the rows outside `S` by those of the identity leaves the principal minor
on `S` as determinant. -/
theorem det_rowMix_one (S : Finset n) (A : Matrix n n ℂ) :
    (rowMix S A 1).det = minor A S := by
  have key := Matrix.twoBlockTriangular_det (rowMix S A 1) (fun i => i ∈ S) (by
    intro i hi j hj
    have hij : i ≠ j := fun h => hi (h ▸ hj)
    simp [rowMix, hi, hij])
  have e1 : (rowMix S A 1).toSquareBlockProp (fun i => i ∈ S) =
      A.submatrix (fun i : {x // x ∈ S} => (i : n)) (fun i : {x // x ∈ S} => (i : n)) := by
    ext i j
    simp [rowMix, Matrix.toSquareBlockProp, i.2]
  have e2 : (rowMix S A 1).toSquareBlockProp (fun i => ¬ i ∈ S) = 1 := by
    ext i j
    simp [rowMix, Matrix.toSquareBlockProp, i.2, Matrix.one_apply, Subtype.ext_iff]
  rw [e1, e2, Matrix.det_one, mul_one] at key
  unfold minor
  convert key
```

The second fact is that row $i$ of a product $MC$ is $\sum_k M_{ik}C_{kj}$ and involves only row $i$ of $M$. Hence

$$R_S(A,B)\,C=R_S(AC,BC).$$

The proof compares entries, separately for rows inside and outside $S$.

```lean
/-- Multiplication from the right acts on each row of a row mixture separately. -/
theorem rowMix_mul (S : Finset n) (A B C : Matrix n n ℂ) :
    rowMix S A B * C = rowMix S (A * C) (B * C) := by
  ext i j
  by_cases h : i ∈ S <;> simp [rowMix, Matrix.mul_apply, h]
```

The third fact is the expansion of a determinant of a sum. The determinant is linear in each row, and each row of $A+B$ is a sum of two rows. Multiplying out gives one term for every choice of the rows taken from $A$:

$$\det(A+B)=\sum_S\det R_S(A,B).$$

Mathlib has this expansion for general multilinear maps as `map_add_univ`. The remaining lines translate its notation for a mixed family of rows into `rowMix`.

```lean
/-- The determinant of a sum is the sum over all ways to take each row from one of the
two matrices. -/
theorem det_add_eq_sum (A B : Matrix n n ℂ) :
    (A + B).det = ∑ S : Finset n, (rowMix S A B).det := by
  have h := (Matrix.detRowAlternating (R := ℂ) (n := n)).toMultilinearMap.map_add_univ
    (fun i => A i) (fun i => B i)
  refine Eq.trans h (Finset.sum_congr rfl fun S _ => ?_)
  change Matrix.det (S.piecewise (fun i => A i) (fun i => B i)) = _
  congr 1
  ext i j
  by_cases hi : i ∈ S <;> simp [rowMix, hi]
```

## Positive weights and a positive normalisation

If $L$ is positive semidefinite, so is every block $L_S$, and therefore $\det L_S\ge 0$. The matrix $1+L$ is positive definite, so $\det(1+L)>0$. The quotient $p(S)$ is then a nonnegative real number. The Lean proof obtains the two determinant inequalities from Mathlib, rewrites both determinants as real numbers, and divides.

```lean
/-- For positive semidefinite `L`, every configuration has a real, nonnegative
probability, and the normalisation `det (1 + L)` is positive. -/
theorem prob_nonneg {L : Matrix n n ℂ} (hL : L.PosSemidef) :
    0 < (1 + L).det ∧ ∀ S, 0 ≤ prob L S := by
  have hd : 0 < (1 + L).det := (Matrix.PosDef.one.add_posSemidef hL).det_pos
  refine ⟨hd, fun S => ?_⟩
  have hm : 0 ≤ minor L S := (hL.submatrix _).det_nonneg
  obtain ⟨hr, hi⟩ := Complex.nonneg_iff.1 hm
  obtain ⟨hr', hi'⟩ := Complex.nonneg_iff.1 hd.le
  -- both determinants are real numbers
  have ea : minor L S = ((minor L S).re : ℂ) :=
    Complex.ext (Complex.ofReal_re _).symm (by rw [Complex.ofReal_im]; exact hi.symm)
  have ed : (1 + L).det = (((1 + L).det).re : ℂ) :=
    Complex.ext (Complex.ofReal_re _).symm (by rw [Complex.ofReal_im]; exact hi'.symm)
  unfold prob
  rw [ea, ed, ← Complex.ofReal_div]
  exact Complex.zero_le_real.2 (div_nonneg hr hr')
```

Since $\det(1+L)\neq 0$, the inverse in $K$ is a true inverse, and

$$K(1+L)=L(1+L)^{-1}(1+L)=L.$$

```lean
/-- For positive semidefinite `L`, the kernel satisfies `K (1 + L) = L`. -/
theorem kernel_mul {L : Matrix n n ℂ} (hL : L.PosSemidef) : kernel L * (1 + L) = L := by
  unfold kernel
  rw [Matrix.mul_assoc, Matrix.nonsing_inv_mul _
    (isUnit_iff_ne_zero.2 (prob_nonneg hL).1.ne'), Matrix.mul_one]
```

## Summing over all configurations that contain $T$

Let $P=R_T(0,1)$, the diagonal projector on the sites outside $T$. Adding $P$ to $L$ adds the identity to the rows outside $T$ only, so $L+P=R_T(L,1+L)$. The row expansion gives

$$\det R_T(L,1+L)=\sum_S\det R_S(L,P).$$

There are two kinds of term.

- If $T\subseteq S$, every row outside $S$ is also outside $T$, where $P$ has the rows of the identity. The term is $\det R_S(L,1)=\det L_S$.
- If some site $i\in T$ is not in $S$, row $i$ is taken from $P$ and vanishes. The term is zero.

Therefore

$$\sum_{S\supseteq T}\det L_S=\det R_T(L,1+L).$$

This is `hsum` in the proof, where `split_ifs` separates the two cases. Now $L=K(1+L)$ allows $1+L$ to be factored out on the right:

$$R_T(L,1+L)=R_T(K,1)\,(1+L),\qquad \det R_T(L,1+L)=\det K_T\,\det(1+L).$$

The factorisation is the second `e` in the proof. Division by $\det(1+L)$ gives the result. The theorem reads: for every positive semidefinite `L` and every finite set `T` of sites, `probOccupied L T` equals `minor (kernel L) T`. For empty $T$ the right-hand side is 1, so the probabilities of all configurations add up to 1.

```lean
/-- For positive semidefinite `L`, the probability that all sites of `T` are occupied is
the principal minor `det K_T` of the kernel `K = L (1 + L)⁻¹`. -/
theorem probOccupied_eq_minor {L : Matrix n n ℂ} (hL : L.PosSemidef) (T : Finset n) :
    probOccupied L T = minor (kernel L) T := by
  -- the weights of all configurations containing `T` add up to one determinant
  have hsum : ∑ S : Finset n with T ⊆ S, minor L S = (rowMix T L (1 + L)).det := by
    have e : rowMix T L (1 + L) = L + rowMix T 0 1 := by
      ext i j
      by_cases h : i ∈ T <;> simp [rowMix, h, add_comm]
    rw [e, det_add_eq_sum, Finset.sum_filter]
    refine Finset.sum_congr rfl fun S _ => ?_
    split_ifs with h
    · rw [← det_rowMix_one]
      congr 1
      ext i j
      by_cases hi : i ∈ S
      · simp [rowMix, hi]
      · have hT : i ∉ T := fun k => hi (h k)
        simp [rowMix, hi, hT]
    · obtain ⟨i, hT, hS⟩ := Finset.not_subset.1 h
      exact (Matrix.det_eq_zero_of_row_eq_zero i fun j => by simp [rowMix, hT, hS]).symm
  -- that determinant contains the factor `det (1 + L)`
  have e : rowMix T L (1 + L) = rowMix T (kernel L) 1 * (1 + L) := by
    rw [rowMix_mul, kernel_mul hL, Matrix.one_mul]
  simp only [probOccupied, prob]
  rw [← Finset.sum_div, hsum, e, Matrix.det_mul, det_rowMix_one,
    mul_div_cancel_right₀ _ (prob_nonneg hL).1.ne']
```

## Empty sites and the kernel $1-K$

For holes, the matrix to expand is $R_T(1,1+L)=Q+1$, where $Q=R_T(0,L)$ is $L$ with its rows in $T$ set to zero. In the expansion $\sum_S\det R_S(Q,1)$, a set $S$ that meets $T$ contributes a zero row, and a set disjoint from $T$ contributes $\det L_S$. From $(1-K)(1+L)=1+L-L=1$ it follows that

$$R_T(1,1+L)=R_T(1-K,1)\,(1+L),$$

and the same division gives

$$\sum_{S\cap T=\varnothing}p(S)=\det(1-K)_T.$$

```lean
/-- For positive semidefinite `L`, the probability that all sites of `T` are empty is
the principal minor of `1 - K` on `T`. -/
theorem probEmpty_eq_minor {L : Matrix n n ℂ} (hL : L.PosSemidef) (T : Finset n) :
    probEmpty L T = minor (1 - kernel L) T := by
  have hsum : ∑ S : Finset n with Disjoint S T, minor L S = (rowMix T 1 (1 + L)).det := by
    have e : rowMix T 1 (1 + L) = rowMix T 0 L + 1 := by
      ext i j
      by_cases h : i ∈ T <;> simp [rowMix, h, add_comm]
    rw [e, det_add_eq_sum, Finset.sum_filter]
    refine Finset.sum_congr rfl fun S _ => ?_
    split_ifs with h
    · rw [← det_rowMix_one]
      congr 1
      ext i j
      by_cases hi : i ∈ S
      · have hT : i ∉ T := Finset.disjoint_left.1 h hi
        simp [rowMix, hi, hT]
      · simp [rowMix, hi]
    · obtain ⟨i, hS, hT⟩ := Finset.not_disjoint_iff.1 h
      exact (Matrix.det_eq_zero_of_row_eq_zero i fun j => by simp [rowMix, hT, hS]).symm
  have e : rowMix T 1 (1 + L) = rowMix T (1 - kernel L) 1 * (1 + L) := by
    rw [rowMix_mul, Matrix.sub_mul, kernel_mul hL, Matrix.one_mul, add_sub_cancel_right]
  simp only [probEmpty, prob]
  rw [← Finset.sum_div, hsum, e, Matrix.det_mul, det_rowMix_one,
    mul_div_cancel_right₀ _ (prob_nonneg hL).1.ne']
```

## One site, two sites and the exchange term

For $T=\{i\}$ the minor is a determinant of size one, so the probability that site $i$ is occupied is $K_{ii}$. Because the occupation number is 0 or 1, this is also its mean.

```lean
/-- For positive semidefinite `L`, the probability that site `i` is occupied is the diagonal element
`K i i`. -/
theorem probOccupied_singleton {L : Matrix n n ℂ} (hL : L.PosSemidef) (i : n) :
    probOccupied L {i} = kernel L i i := by
  have : Subsingleton {x // x ∈ ({i} : Finset n)} :=
    ⟨fun a b => Subtype.ext
      ((Finset.mem_singleton.1 a.2).trans (Finset.mem_singleton.1 b.2).symm)⟩
  rw [probOccupied_eq_minor hL]
  unfold minor
  exact (Matrix.det_eq_elem_of_subsingleton _
    (⟨i, Finset.mem_singleton_self i⟩ : {x // x ∈ ({i} : Finset n)})).trans rfl
```

For two distinct sites,

$$\det K_{\{i,j\}}=K_{ii}K_{jj}-K_{ij}K_{ji}.$$

The kernel is Hermitian. Indeed, $(1+L)(1+L)^{-1}=1$ can be written as $(1+L)^{-1}+K=1$, so $K=1-(1+L)^{-1}$ is a difference of Hermitian matrices. Thus $K_{ji}=\overline{K_{ij}}$ and

$$\Pr(i\text{ and }j\text{ occupied})=K_{ii}K_{jj}-|K_{ij}|^2.$$

Two distinct sites are never positively correlated. The term $-|K_{ij}|^2$ is the exchange contribution to the pair distribution. Divided by the density $K_{ii}$ at the reference site, where that is nonzero, it is called the exchange hole.

In the proof, `hK` is Hermiticity and `hx` turns $K_{ij}K_{ji}$ into $|K_{ij}|^2$. The map `f` numbers the two sites 0 and 1, so that `hm` can use the formula for a two by two determinant.

```lean
/-- For positive semidefinite `L` and two distinct sites, the joint occupation probability is the
product of the single ones minus `|K i j|²`. -/
theorem probOccupied_pair {L : Matrix n n ℂ} (hL : L.PosSemidef) {i j : n} (hij : i ≠ j) :
    probOccupied L {i, j} =
      probOccupied L {i} * probOccupied L {j} - ((‖kernel L i j‖ ^ 2 : ℝ) : ℂ) := by
  -- the kernel is Hermitian, because `K = 1 - (1 + L)⁻¹`
  have hK : (kernel L).IsHermitian := by
    have h := Matrix.mul_nonsing_inv (1 + L) (isUnit_iff_ne_zero.2 (prob_nonneg hL).1.ne')
    rw [Matrix.add_mul, Matrix.one_mul] at h
    have e : kernel L = 1 - (1 + L)⁻¹ := eq_sub_iff_add_eq'.2 h
    rw [e]
    exact Matrix.isHermitian_one.sub (Matrix.isHermitian_one.add hL.isHermitian).inv
  have hx : kernel L i j * kernel L j i = ((‖kernel L i j‖ ^ 2 : ℝ) : ℂ) := by
    rw [← hK.apply j i, ← Complex.normSq_eq_norm_sq]
    exact Complex.mul_conj _
  -- the minor on two sites is a two by two determinant
  let f : Fin 2 → {x // x ∈ ({i, j} : Finset n)} := ![⟨i, by simp⟩, ⟨j, by simp⟩]
  have hf : Function.Bijective f := by
    constructor
    · intro a b h
      fin_cases a <;> fin_cases b <;> simp_all [f, hij.symm]
    · rintro ⟨x, hx⟩
      rcases Finset.mem_insert.1 hx with h | h
      · exact ⟨0, Subtype.ext h.symm⟩
      · exact ⟨1, Subtype.ext (Finset.mem_singleton.1 h).symm⟩
  have hm : minor (kernel L) {i, j} =
      kernel L i i * kernel L j j - kernel L i j * kernel L j i := by
    unfold minor
    rw [← Matrix.det_submatrix_equiv_self (Equiv.ofBijective f hf), Matrix.det_fin_two]
    rfl
  rw [probOccupied_eq_minor hL, hm, hx, probOccupied_singleton hL, probOccupied_singleton hL]

end

end DeterminantalOccupation
```

## Two sites in numbers

Take

$$L=\begin{pmatrix}2&1\\1&2\end{pmatrix},\qquad \det(1+L)=\det\begin{pmatrix}3&1\\1&3\end{pmatrix}=8.$$

The minors of $L$ for $\varnothing$, $\{1\}$, $\{2\}$ and $\{1,2\}$ are 1, 2, 2 and 3, so the four probabilities are $1/8$, $2/8$, $2/8$ and $3/8$. The kernel is

$$K=1-(1+L)^{-1}=1-\frac18\begin{pmatrix}3&-1\\-1&3\end{pmatrix}=\frac18\begin{pmatrix}5&1\\1&5\end{pmatrix}.$$

Site 1 is occupied with probability $2/8+3/8=5/8=K_{11}$. Both sites are occupied with probability $3/8$, and $\det K=25/64-1/64=3/8$. Both are empty with probability $1/8$, and $\det(1-K)=9/64-1/64=1/8$.

```lean
#print axioms DeterminantalOccupation.probOccupied_eq_minor
-- 'DeterminantalOccupation.probOccupied_eq_minor' depends on axioms: [propext, Classical.choice, Quot.sound]
#print axioms DeterminantalOccupation.probEmpty_eq_minor
-- 'DeterminantalOccupation.probEmpty_eq_minor' depends on axioms: [propext, Classical.choice, Quot.sound]
#print axioms DeterminantalOccupation.probOccupied_pair
-- 'DeterminantalOccupation.probOccupied_pair' depends on axioms: [propext, Classical.choice, Quot.sound]
```
